# Overlap of antisymmetrised space-spin products as a signed sum over permutations, in a finite one-particle basis

## Do the space and spin overlaps separate permutation by permutation?

Before I can state my claim precisely I have to decide what a function of N particles is, and how one permutation acts on space and spin labels together. I would accept finite one-particle bases in place of L²(ℝ³), provided nothing is assumed about the symmetry of the functions. Take a spatial function φ and two spin functions T₁ and T₂ of N particles, let P run over the N! permutations of the particles, and let A = (1/√N!) Σ_P sign(P) P act jointly on space and spin. My claim is

    ⟨A(φT₁), A(φT₂)⟩ = Σ_P sign(P) ⟨φ, Pφ⟩ ⟨T₁, PT₂⟩

with a single sum and no factorial left over. I use this for non-orthogonal orbitals, but I have never tracked whether P or its inverse belongs in each factor, or exactly where N! cancels. Can it be made rigorous and machine-checked?

## They separate, for arbitrary functions on finite bases

### Functions on configurations

Label the particles by a finite set ι with N elements, and let Ω be a finite set indexing an orthonormal one-particle basis. A configuration is a map x : ι → Ω that assigns a basis label to each particle. An N-particle function f assigns a complex amplitude f(x) to every configuration, which makes it an element of the N-fold tensor power of the one-particle space. For two such functions f and g and a permutation P of ι, define

    ⟨f, g⟩ = Σ_x conj(f(x)) g(x)

    (Pf)(x) = f(x∘P)

    Af = c Σ_P sign(P) Pf,   c = 1/√N!

With a spatial label set X and a spin label set S, the spin-orbital label set is Ω = X × S. A configuration y of pairs splits into a spatial part x and a spin part s, and the product function is (φT)(y) = φ(x) T(s). The same definition of P then serves for space, for spin and for both together.

### From the double sum to a single sum

For a second permutation Q, composition of maps gives

    (P(Qf))(x) = (Qf)(x∘P) = f(x∘P∘Q) = ((PQ)f)(x)

so the definition is a left action. The map x ↦ x∘P is a bijection of configurations, and hence

    ⟨Pf, Pg⟩ = Σ_x conj(f(x∘P)) g(x∘P) = ⟨f, g⟩

Next apply Q to Af and substitute R = QP. Since sign(R) = sign(Q) sign(P) and sign(Q)² = 1, one has sign(P) = sign(Q) sign(R), and R runs once over the group:

    Q(Af) = c Σ_P sign(P) (QP)f = sign(Q) c Σ_R sign(R) Rf = sign(Q) Af

These two facts give, for every Q,

    ⟨f, Ag⟩ = ⟨Qf, Q(Ag)⟩ = sign(Q) ⟨Qf, Ag⟩

Now expand the bra. The prefactor and the signs are real, so conjugation leaves them alone, and all N! terms are equal:

    ⟨Af, Ag⟩ = c Σ_Q sign(Q) ⟨Qf, Ag⟩ = c N! ⟨f, Ag⟩

Expanding the ket brings a second factor c, and c² N! = 1:

    ⟨Af, Ag⟩ = c² N! Σ_P sign(P) ⟨f, Pg⟩ = Σ_P sign(P) ⟨f, Pg⟩

Nothing forces the two spatial functions to agree, so take f = φ₁T₁ and g = φ₂T₂ with spatial functions φ₁ and φ₂. Permuting pairs permutes both parts in the same way, so P(φ₂T₂) = (Pφ₂)(PT₂). A sum over y is a double sum over x and s, so the inner product of two products is the spatial inner product times the spin inner product. Therefore

    ⟨A(φ₁T₁), A(φ₂T₂)⟩ = Σ_P sign(P) ⟨φ₁, Pφ₂⟩ ⟨T₁, PT₂⟩

The same P stands in both factors (writing P⁻¹ in both only reorders the sum), and φ₁ = φ₂ = φ is the case asked about.

### Two particles in non-orthogonal orbitals

Number the particles 0 and 1, as Lean does, and let τ be their transposition. The group is {1, τ} with signs +1 and −1:

    ⟨A(φ₁T₁), A(φ₂T₂)⟩ = ⟨φ₁, φ₂⟩⟨T₁, T₂⟩ − ⟨φ₁, τφ₂⟩⟨T₁, τT₂⟩

Let a and b be orbitals, that is, complex vectors on X, and let φ(x) = a(x₀) b(x₁), where x₀ and x₁ are the labels of the two particles. Let α and β be the spin functions concentrated on spin labels 0 and 1, and T = (αβ + ε βα)/√2 with ε real and ε² = 1. Writing T(s₀, s₁) for the amplitudes, the nonzero ones are T(0,1) = 1/√2 and T(1,0) = ε/√2. Then

    ⟨T, T⟩ = (1 + ε²)/2 = 1,   ⟨T, τT⟩ = (ε + ε)/2 = ε

    ⟨φ, φ⟩ = ⟨a, a⟩⟨b, b⟩,   ⟨φ, τφ⟩ = ⟨a, b⟩⟨b, a⟩ = |⟨a, b⟩|²

    ⟨A(φT), A(φT)⟩ = ⟨a, a⟩⟨b, b⟩ − ε |⟨a, b⟩|²

In a finite orbital basis this is the squared norm of a Heitler-London two-electron function before it is normalised, and the general sum gives the inner product of two valence-bond functions of the form A(φT), to be divided by their norms if a normalised overlap is wanted. Energies need matrix elements of a Hamiltonian, and none enters here.

### What the Lean definitions and theorems say

The types `ι`, `X` and `S` are the particle labels and the two bases, and `(ι → X) → ℂ` is the tensor space. `braket` is the inner product, conjugate-linear in its first argument; as a plain sum with no overlap matrix, it treats the basis as orthonormal, and non-orthogonality lives in the vectors a and b. `perm`, `sgn`, `normFactor`, `antisym` and `spaceSpin` are P, sign(P), c, A and φT. Because `antisym` is applied to a function on `ι → X × S`, it permutes space and spin jointly.

`overlap_factorisation` is the general formula, with no hypothesis on the four functions: they need not be normalised, have any permutational symmetry or be spin eigenfunctions, and `S` may have any finite size. It also holds for N = 0 and N = 1, where the only permutation is the identity, c = 1, and the sum is the one term ⟨φ₁, φ₂⟩⟨T₁, T₂⟩. `overlap_two_particles` is the direct-minus-exchange form. In `heitler_london_norm`, `pair a b` puts a on particle 0 and b on particle 1, and `up`, `down` and `spinPair ε` are α, β and T. The hypothesis `hε : ε ^ 2 = 1` selects the normalised spin functions that are symmetric (ε = +1) or antisymmetric (ε = −1) under exchange. Physically these are the triplet component of zero projection and the singlet, but those names are interpretation, since no spin operator is defined. Continuous coordinates are not covered. The factorised formula is stated for single products φT, while `braket_antisym` holds for any function of the joint labels, sums of such products included.

```lean
import Mathlib

open ComplexConjugate

namespace SpaceSpinOverlap

noncomputable section

variable {ι X S : Type*} [Fintype ι] [DecidableEq ι] [Fintype X] [Fintype S]

/-- Inner product of two functions on a finite basis, conjugate-linear in the bra. -/
def braket {Ω : Type*} [Fintype Ω] (f g : Ω → ℂ) : ℂ := ∑ x, conj (f x) * g x

/-- Action of a permutation of the particle labels on a many-particle function. -/
def perm (P : Equiv.Perm ι) (f : (ι → X) → ℂ) : (ι → X) → ℂ := fun x => f (x ∘ P)

/-- The sign of a permutation as a complex number. -/
def sgn (P : Equiv.Perm ι) : ℂ := (((Equiv.Perm.sign P : ℤˣ) : ℤ) : ℂ)

/-- The prefactor `1/√(N!)` for `N` particles. -/
def normFactor (ι : Type*) [Fintype ι] : ℝ := (Real.sqrt ((Fintype.card ι).factorial : ℝ))⁻¹

/-- The antisymmetriser `(1/√(N!)) ∑_P sign(P) P`. -/
def antisym (f : (ι → X) → ℂ) : (ι → X) → ℂ :=
  fun x => (normFactor ι : ℂ) * ∑ P : Equiv.Perm ι, sgn P * perm P f x

/-- Product of a spatial function and a spin function, as a function of the joint
space-spin labels of all particles. -/
def spaceSpin (φ : (ι → X) → ℂ) (T : (ι → S) → ℂ) : (ι → X × S) → ℂ :=
  fun y => φ (fun i => (y i).1) * T (fun i => (y i).2)

/-- The two-particle product function `a(x₀) b(x₁)`, with `a` on particle 0 and `b` on particle 1.
-/
def pair (a b : X → ℂ) : (Fin 2 → X) → ℂ := fun x => a (x 0) * b (x 1)

/-- The spin-up function `α`. -/
def up : Fin 2 → ℂ := ![1, 0]

/-- The spin-down function `β`. -/
def down : Fin 2 → ℂ := ![0, 1]

/-- The two-particle spin function `(αβ + ε βα)/√2`. -/
def spinPair (ε : ℝ) : (Fin 2 → Fin 2) → ℂ :=
  (((Real.sqrt 2)⁻¹ : ℝ) : ℂ) • (pair up down + (ε : ℂ) • pair down up)

omit [Fintype ι] [DecidableEq ι] [Fintype X] in
/-- Applying `Q` and then `P` is the same as applying the product `PQ`. -/
theorem perm_perm (P Q : Equiv.Perm ι) (f : (ι → X) → ℂ) :
    perm P (perm Q f) = perm (P * Q) f := rfl

/-- Permutations of the particles preserve the inner product. -/
theorem braket_perm_perm (P : Equiv.Perm ι) (f g : (ι → X) → ℂ) :
    braket (perm P f) (perm P g) = braket f g := by
  let e : (ι → X) ≃ (ι → X) :=
    ⟨fun x => x ∘ P, fun x => x ∘ P.symm, fun x => by ext i; simp, fun x => by ext i; simp⟩
  unfold braket
  exact Fintype.sum_equiv e _ _ (fun x => by rfl)

omit [Fintype X] in
/-- A permutation multiplies an antisymmetrised function by its sign. -/
theorem perm_antisym (Q : Equiv.Perm ι) (f : (ι → X) → ℂ) :
    perm Q (antisym f) = sgn Q • antisym f := by
  have hsq : sgn Q * sgn Q = 1 := by
    rcases Int.units_eq_one_or (Equiv.Perm.sign Q) with h | h <;> simp [sgn, h]
  funext x
  -- reindex the sum over the group by P ↦ QP
  have key : ∑ P : Equiv.Perm ι, sgn P * perm P f (x ∘ Q)
      = sgn Q * ∑ P : Equiv.Perm ι, sgn P * perm P f x := by
    rw [Finset.mul_sum]
    refine Fintype.sum_equiv (Equiv.mulLeft Q) _ _ fun P => ?_
    show sgn P * perm P f (x ∘ Q) = sgn Q * (sgn (Q * P) * perm (Q * P) f x)
    have hmul : sgn (Q * P) = sgn Q * sgn P := by simp [sgn]
    have h : perm (Q * P) f x = perm P f (x ∘ Q) := congrFun (perm_perm Q P f).symm x
    rw [hmul, h]
    linear_combination (-(sgn P * perm P f (x ∘ Q))) * hsq
  show (normFactor ι : ℂ) * ∑ P : Equiv.Perm ι, sgn P * perm P f (x ∘ Q)
    = sgn Q * ((normFactor ι : ℂ) * ∑ P : Equiv.Perm ι, sgn P * perm P f x)
  rw [key]
  ring

/-- The inner product of two antisymmetrised functions is `∑_P sign(P) ⟨f, P g⟩`. -/
theorem braket_antisym (f g : (ι → X) → ℂ) :
    braket (antisym f) (antisym g) = ∑ P : Equiv.Perm ι, sgn P * braket f (perm P g) := by
  have hs : ∀ Q : Equiv.Perm ι, conj (sgn Q) = sgn Q := fun Q => by simp [sgn]
  have ket : braket f (antisym g)
      = (normFactor ι : ℂ) * ∑ P : Equiv.Perm ι, sgn P * braket f (perm P g) := by
    simp only [braket, antisym, Finset.mul_sum]
    rw [Finset.sum_comm]
    exact Finset.sum_congr rfl fun _ _ => Finset.sum_congr rfl fun _ _ => by ring
  have bra : ∀ h : (ι → X) → ℂ, braket (antisym f) h
      = (normFactor ι : ℂ) * ∑ Q : Equiv.Perm ι, sgn Q * braket (perm Q f) h := by
    intro h
    simp only [braket, antisym, map_mul, map_sum, hs, Complex.conj_ofReal, Finset.mul_sum,
      Finset.sum_mul]
    rw [Finset.sum_comm]
    exact Finset.sum_congr rfl fun _ _ => Finset.sum_congr rfl fun _ _ => by ring
  -- every one of the N! terms of the bra gives the same contribution
  have term : ∀ Q : Equiv.Perm ι,
      sgn Q * braket (perm Q f) (antisym g) = braket f (antisym g) := by
    intro Q
    rw [← braket_perm_perm Q f (antisym g), perm_antisym Q g]
    simp only [braket, Pi.smul_apply, smul_eq_mul, Finset.mul_sum]
    exact Finset.sum_congr rfl fun _ _ => by ring
  have hr : normFactor ι * normFactor ι * ((Fintype.card ι).factorial : ℝ) = 1 := by
    unfold normFactor
    rw [← mul_inv, Real.mul_self_sqrt (Nat.cast_nonneg _)]
    exact inv_mul_cancel₀ (Nat.cast_ne_zero.2 (Nat.factorial_ne_zero _))
  have hc := congrArg Complex.ofReal hr
  push_cast at hc
  rw [bra]
  simp only [term]
  rw [Finset.sum_const, Finset.card_univ, Fintype.card_perm, ket, nsmul_eq_mul]
  linear_combination (∑ P : Equiv.Perm ι, sgn P * braket f (perm P g)) * hc

/-- The inner product of two space-spin products is the spatial inner product times the
spin inner product. -/
theorem braket_spaceSpin (φ₁ φ₂ : (ι → X) → ℂ) (T₁ T₂ : (ι → S) → ℂ) :
    braket (spaceSpin φ₁ T₁) (spaceSpin φ₂ T₂) = braket φ₁ φ₂ * braket T₁ T₂ := by
  let e : (ι → X × S) ≃ (ι → X) × (ι → S) :=
    ⟨fun y => (fun i => (y i).1, fun i => (y i).2), fun p i => (p.1 i, p.2 i),
      fun _ => rfl, fun _ => rfl⟩
  unfold braket
  calc _ = ∑ p : (ι → X) × (ι → S), (conj (φ₁ p.1) * φ₂ p.1) * (conj (T₁ p.2) * T₂ p.2) :=
        Fintype.sum_equiv e _ _ (fun y => by
          show conj (φ₁ (e y).1 * T₁ (e y).2) * (φ₂ (e y).1 * T₂ (e y).2) = _
          rw [map_mul]
          ring)
    _ = _ := by simp only [Finset.sum_mul_sum, Fintype.sum_prod_type]

/-- Space-spin factorisation: the antisymmetrised products `φ₁T₁` and `φ₂T₂` have inner
product `∑_P sign(P) ⟨φ₁, P φ₂⟩ ⟨T₁, P T₂⟩`. -/
theorem overlap_factorisation (φ₁ φ₂ : (ι → X) → ℂ) (T₁ T₂ : (ι → S) → ℂ) :
    braket (antisym (spaceSpin φ₁ T₁)) (antisym (spaceSpin φ₂ T₂))
      = ∑ P : Equiv.Perm ι, sgn P * (braket φ₁ (perm P φ₂) * braket T₁ (perm P T₂)) := by
  rw [braket_antisym]
  refine Finset.sum_congr rfl fun P _ => ?_
  -- a joint permutation acts on space and spin labels separately
  have h : perm P (spaceSpin φ₂ T₂) = spaceSpin (perm P φ₂) (perm P T₂) := rfl
  rw [h, braket_spaceSpin]

/-- For two particles the inner product is the direct term minus the exchange term. -/
theorem overlap_two_particles (φ₁ φ₂ : (Fin 2 → X) → ℂ) (T₁ T₂ : (Fin 2 → S) → ℂ) :
    braket (antisym (spaceSpin φ₁ T₁)) (antisym (spaceSpin φ₂ T₂))
      = braket φ₁ φ₂ * braket T₁ T₂
        - braket φ₁ (perm (Equiv.swap 0 1) φ₂) * braket T₁ (perm (Equiv.swap 0 1) T₂) := by
  have hu : (Finset.univ : Finset (Equiv.Perm (Fin 2))) = {1, Equiv.swap 0 1} := by
    decide
  have h1 : sgn (1 : Equiv.Perm (Fin 2)) = 1 := by simp [sgn]
  have h2 : sgn (Equiv.swap (0 : Fin 2) 1) = -1 := by
    unfold sgn
    rw [Equiv.Perm.sign_swap (by decide)]
    simp
  have h3 : perm 1 φ₂ = φ₂ := rfl
  have h4 : perm 1 T₂ = T₂ := rfl
  rw [overlap_factorisation, hu, Finset.sum_pair (by decide), h1, h2, h3, h4]
  ring

/-- The two-particle inner product is a double sum over the labels of the two particles. -/
theorem braket_two (f g : (Fin 2 → X) → ℂ) :
    braket f g = ∑ a, ∑ b, conj (f ![a, b]) * g ![a, b] := by
  unfold braket
  calc _ = ∑ p : X × X, conj (f ![p.1, p.2]) * g ![p.1, p.2] :=
        (Fintype.sum_equiv (finTwoArrowEquiv X).symm _ _
          (fun p => by rfl)).symm
    _ = _ := by simp only [Fintype.sum_prod_type]

/-- The inner product of `a(x₀) b(x₁)` with `c(x₀) d(x₁)` is `⟨a, c⟩ ⟨b, d⟩`. -/
theorem braket_pair (a b c d : X → ℂ) :
    braket (pair a b) (pair c d) = braket a c * braket b d := by
  rw [braket_two (pair a b) (pair c d)]
  unfold braket
  rw [Finset.sum_mul_sum]
  refine Finset.sum_congr rfl fun x _ => Finset.sum_congr rfl fun y _ => ?_
  show conj (a x * b y) * (c x * d y) = _
  rw [map_mul]
  ring

/-- Heitler-London normalisation: for `ε² = 1` the antisymmetrised product of `a(x₀) b(x₁)` and `(αβ
+ ε βα)/√2` has squared norm `⟨a, a⟩ ⟨b, b⟩ - ε |⟨a, b⟩|²`. -/
theorem heitler_london_norm (a b : X → ℂ) (ε : ℝ) (hε : ε ^ 2 = 1) :
    braket (antisym (spaceSpin (pair a b) (spinPair ε)))
        (antisym (spaceSpin (pair a b) (spinPair ε)))
      = braket a a * braket b b - (ε : ℂ) * (Complex.normSq (braket a b) : ℂ) := by
  obtain ⟨r, hdef⟩ : ∃ r : ℝ, r = (Real.sqrt 2)⁻¹ := ⟨_, rfl⟩
  have hr0 : r * r * 2 = 1 := by
    rw [hdef, ← mul_inv, Real.mul_self_sqrt (by norm_num)]
    norm_num
  have hr : (r : ℂ) * r * 2 = 1 := by exact_mod_cast hr0
  have he : (ε : ℂ) ^ 2 = 1 := by exact_mod_cast hε
  have h00 : spinPair ε ![0, 0] = 0 := by simp [spinPair, pair, up, down]
  have h01 : spinPair ε ![0, 1] = r := by simp [spinPair, pair, up, down, hdef]
  have h10 : spinPair ε ![1, 0] = r * ε := by simp [spinPair, pair, up, down, hdef]
  have h11 : spinPair ε ![1, 1] = 0 := by simp [spinPair, pair, up, down]
  have hp : ∀ s t : Fin 2,
      perm (Equiv.swap 0 1) (spinPair ε) ![s, t] = spinPair ε ![t, s] := by
    intro s t
    have h : (![s, t] ∘ (Equiv.swap (0 : Fin 2) 1)) = ![t, s] := by
      funext i
      fin_cases i <;> rfl
    show spinPair ε (![s, t] ∘ (Equiv.swap (0 : Fin 2) 1)) = _
    rw [h]
  -- direct and exchange spin overlaps are 1 and ε
  have hd : braket (spinPair ε) (spinPair ε) = 1 := by
    rw [braket_two]
    simp only [Fin.sum_univ_two, h00, h01, h10, h11, map_zero, map_mul, Complex.conj_ofReal]
    linear_combination hr + (r : ℂ) * r * he
  have hx : braket (spinPair ε) (perm (Equiv.swap 0 1) (spinPair ε)) = ε := by
    rw [braket_two]
    simp only [Fin.sum_univ_two, hp, h00, h01, h10, h11, map_zero, map_mul,
      Complex.conj_ofReal]
    linear_combination (ε : ℂ) * hr
  have hswap : perm (Equiv.swap 0 1) (pair a b) = pair b a := by
    funext x
    simp [perm, pair, mul_comm]
  have hba : braket b a = conj (braket a b) := by
    simp only [braket, map_sum, map_mul, Complex.conj_conj]
    exact Finset.sum_congr rfl fun _ _ => mul_comm _ _
  rw [overlap_two_particles, hd, hx, hswap, braket_pair, braket_pair, hba, Complex.mul_conj]
  ring

end

end SpaceSpinOverlap
```

```lean
#print axioms SpaceSpinOverlap.braket_spaceSpin
-- 'SpaceSpinOverlap.braket_spaceSpin' depends on axioms: [propext, Classical.choice, Quot.sound]
#print axioms SpaceSpinOverlap.heitler_london_norm
-- 'SpaceSpinOverlap.heitler_london_norm' depends on axioms: [propext, Classical.choice, Quot.sound]
```

### How the lemmas follow the algebra

`perm_perm` is the left-action identity, true by `rfl` because the product of permutations is composition. `braket_perm_perm` is the invariance of the inner product. In `perm_antisym`, `key` is the substitution R = QP, with `hmul` for multiplicativity of the sign and `hsq` for sign(Q)² = 1.

`braket_antisym` reduces the double sum. `ket` and `bra` are the two expansions of A, each an interchange of finite sums. `term` is the identity sign(Q)⟨Qf, Ag⟩ = ⟨f, Ag⟩, obtained by rewriting the right side as ⟨Qf, Q(Ag)⟩ and applying `perm_antisym`. `hr` is c² N! = 1. Once every term is the same, `Finset.sum_const` and `Fintype.card_perm` turn the sum into N! copies, and `linear_combination` multiplies the complex form of `hr` by the remaining sum. `braket_spaceSpin` factorises the inner product, and `overlap_factorisation` applies it term by term after P(φ₂T₂) = (Pφ₂)(PT₂), again by `rfl`.

For two particles, `decide` enumerates the group. `braket_two` and `braket_pair` give the double sum over labels and the product of one-particle overlaps. In the last theorem `hd` and `hx` are the spin overlaps 1 and ε, and only `hd` uses ε² = 1. `hswap` says that τ exchanges the two orbitals, and `hba` gives ⟨b, a⟩ = conj⟨a, b⟩.

### Renaming a summation index: `Fintype.sum_equiv`

Every change of summation variable above is one Mathlib lemma. `Fintype.sum_equiv` takes an equivalence e between two finite types, which is a map bundled with its inverse and with proofs that the two compose to the identity both ways. It also takes two summands u and v and a proof that u(x) = v(e(x)) for every x, and concludes that Σ u = Σ v. Requiring an equivalence is what ensures that each term is counted exactly once.

It appears four times. In `braket_perm_perm` the equivalence is x ↦ x∘P with inverse `x ∘ P.symm`. In `perm_antisym` it is `Equiv.mulLeft Q`, the rearrangement P ↦ QP of the group, and the termwise condition carries the sign algebra. In `braket_spaceSpin` it splits a configuration of pairs into a pair of configurations, and in `braket_two` it identifies X × X with configurations of two particles through `finTwoArrowEquiv`.

### Two orbitals with overlap 3/5

Let X have labels 0 and 1, with a = (1, 0) and b = (3/5, 4/5). Both are normalised and ⟨a, b⟩ = 3/5, so the formula gives 1 − (9/25)ε, which is 34/25 for ε = −1 and 16/25 for ε = +1.

A direct expansion agrees. Since τT = εT, one has A(φT) = (1/√2)(φ − ε τφ)T. The nonzero amplitudes φ(x₀, x₁) are φ(0,0) = 3/5 and φ(0,1) = 4/5, and those of τφ are 3/5 at (0,0) and 4/5 at (1,0). For ε = −1 the sum φ + τφ has amplitudes 6/5, 4/5, 4/5 at (0,0), (0,1), (1,0), so the squared norm is (36 + 16 + 16)/50 = 34/25. For ε = +1 the difference has amplitudes 0, 4/5, −4/5, giving 32/50 = 16/25. The prefactor 1/√2 therefore leaves A(φT) unnormalised here; the unit vectors are obtained with the further factors 5/√34 and 5/4.
